# Coupling Across a Gap Lowers Each Level of the Lower Block by at Most the Squared Coupling over the Gap

A molecule's Hamiltonian, written in a finite orthonormal basis of configurations, is often too large to diagonalise. One keeps a model space of low-lying configurations, diagonalises the Hamiltonian there, and leaves out the rest. Even when the omitted configurations are well separated in energy from the retained ones, they can still couple to them. How far can that coupling move the levels that were computed?

Write A for the Hamiltonian within the model space, D for the Hamiltonian within the omitted space, and B for the coupling between them. The full matrix is

H = [[A, B], [B†, D]].

Suppose that every energy expectation value in the model space is at most a, that every one in the omitted space is at least d, that a < d, and that B has operator norm at most b. Then, for each level λ_k(A) of the model space,

λ_k(A) − b²/(d − a) ≤ λ_k(H) ≤ λ_k(A).

The index k starts at zero, so λ_0 is the lowest level; many textbooks start at one.

## Two finite-dimensional spaces and their levels

```lean
import Mathlib

open Module
open scoped InnerProductSpace

namespace QuadraticBlockBound

noncomputable section

variable {E F : Type*} [NormedAddCommGroup E] [InnerProductSpace ℂ E] [FiniteDimensional ℂ E]
  [NormedAddCommGroup F] [InnerProductSpace ℂ F] [FiniteDimensional ℂ F]
```

`E` is the model space and `F` the omitted space. Both are finite-dimensional complex inner product spaces, and either may have dimension zero.

```lean
/-- The `k`-th lowest eigenvalue of a Hermitian operator, counted from `k = 0` and with
multiplicity. -/
def level {T : E →ₗ[ℂ] E} (hT : T.IsSymmetric) (k : ℕ) (hk : k < finrank ℂ E) : ℝ :=
  hT.eigenvalues rfl (Fin.rev ⟨k, hk⟩)
```

A linear map `T` with `T.IsSymmetric` satisfies ⟨Tx, y⟩ = ⟨x, Ty⟩, which is what a physicist calls Hermitian. The number `finrank ℂ E` is the dimension of `E`. Mathlib lists eigenvalues in decreasing order, and `Fin.rev` reverses the index, so `level hT k hk` is λ_k(T) counted from the bottom, with degenerate levels repeated. The argument `hk` is a proof that k is smaller than the dimension.

```lean
/-- The block operator `[[A, B], [B†, D]]` on the Hilbert sum of `E` and `F`. It is a Hamiltonian
when `A` and `D` are Hermitian. -/
def block (A : E →ₗ[ℂ] E) (B : F →ₗ[ℂ] E) (D : F →ₗ[ℂ] F) :
    WithLp 2 (E × F) →ₗ[ℂ] WithLp 2 (E × F) :=
  (WithLp.linearEquiv 2 ℂ (E × F)).symm.toLinearMap ∘ₗ
    (LinearMap.prod (A.coprod B) ((LinearMap.adjoint B).coprod D)) ∘ₗ
    (WithLp.linearEquiv 2 ℂ (E × F)).toLinearMap
```

A state of the full system is a pair x = (u, v), with u in `E` and v in `F`. The definition says

H(u, v) = (Au + Bv, B†u + Dv).

The type `WithLp 2 (E × F)` gives pairs the usual quantum norm, ‖x‖² = ‖u‖² + ‖v‖². The `linearEquiv` maps only translate between this type and plain pairs.

## Energies in an eigenbasis

```lean
omit [FiniteDimensional ℂ E] in
/-- In an orthonormal eigenbasis the expectation value of a Hermitian operator is the sum of
its eigenvalues weighted by the squared amplitudes. -/
theorem energy_expansion {n : ℕ} (v : OrthonormalBasis (Fin n) ℂ E) {T : E →ₗ[ℂ] E}
    (hT : T.IsSymmetric) {c : Fin n → ℝ} (hc : ∀ i, T (v i) = (c i : ℂ) • v i) (x : E) :
    (⟪x, T x⟫_ℂ).re = ∑ i, c i * ‖⟪v i, x⟫_ℂ‖ ^ 2 := by
  rw [← v.sum_inner_mul_inner x (T x), Complex.re_sum]
  refine Finset.sum_congr rfl fun i _ => ?_
  have h : ⟪v i, T x⟫_ℂ = (c i : ℂ) * ⟪v i, x⟫_ℂ := by
    rw [← hT (v i) x, hc, inner_smul_left, Complex.conj_ofReal]
  have h2 : ⟪x, v i⟫_ℂ * ((c i : ℂ) * ⟪v i, x⟫_ℂ)
      = ((c i * ‖⟪v i, x⟫_ℂ‖ ^ 2 : ℝ) : ℂ) := by
    rw [← inner_conj_symm x (v i)]
    push_cast
    rw [← Complex.conj_mul']
    ring
  rw [h, h2, Complex.ofReal_re]
```

Let v_i be an orthonormal basis with T v_i = c_i v_i. Inserting the resolution of the identity gives

⟨x, Tx⟩ = Σ_i ⟨x, v_i⟩⟨v_i, Tx⟩.

Since T is Hermitian and c_i is real, ⟨v_i, Tx⟩ = ⟨T v_i, x⟩ = c_i ⟨v_i, x⟩. Therefore

⟨x, Tx⟩ = Σ_i c_i |⟨v_i, x⟩|².

The suffix `.re` takes the real part. It loses nothing for a Hermitian operator, and it gives Lean a real number to use in inequalities.

## A trial state from counting conditions

```lean
/-- For Hermitian `S`, `T` and a linear map `L` from the space of `S` to that of `T`, and `k` below
both dimensions, some nonzero `x` has `⟪x, S x⟫` at most the `k`-th level of `S` times `‖x‖ ^ 2`,
and `⟪L x, T (L x)⟫` at least the `k`-th level of `T` times `‖L x‖ ^ 2`. The vector `L x` may be
zero. -/
theorem exists_trial {S : E →ₗ[ℂ] E} {T : F →ₗ[ℂ] F} (hS : S.IsSymmetric)
    (hT : T.IsSymmetric) (L : E →ₗ[ℂ] F) {k : ℕ} (hE : k < finrank ℂ E)
    (hF : k < finrank ℂ F) :
    ∃ x : E, x ≠ 0 ∧ (⟪x, S x⟫_ℂ).re ≤ level hS k hE * ‖x‖ ^ 2 ∧
      level hT k hF * ‖L x‖ ^ 2 ≤ (⟪L x, T (L x)⟫_ℂ).re := by
  let v := hS.eigenvectorBasis rfl
  let w := hT.eigenvectorBasis rfl
  -- fewer linear conditions than dimensions
  let Φ : E →ₗ[ℂ] (Fin (finrank ℂ E - (k + 1)) → ℂ) × (Fin k → ℂ) :=
    LinearMap.prod
      (LinearMap.pi fun i => innerₛₗ ℂ (v ⟨i.1, i.2.trans_le (Nat.sub_le _ _)⟩))
      (LinearMap.pi fun j => innerₛₗ ℂ (w (Fin.rev ⟨j.1, j.2.trans hF⟩)) ∘ₗ L)
  have hΦ : ¬ Function.Injective Φ := fun h => by
    have h1 := LinearMap.finrank_le_finrank_of_injective h
    simp only [Module.finrank_prod, Module.finrank_fin_fun] at h1
    omega
  obtain ⟨x, hx0, hx⟩ : ∃ x, x ≠ 0 ∧ Φ x = 0 := by
    by_contra hcon
    exact hΦ ((injective_iff_map_eq_zero Φ).mpr fun x hx =>
      by_contra fun h0 => hcon ⟨x, h0, hx⟩)
  refine ⟨x, hx0, ?_, ?_⟩
  · rw [energy_expansion v hS (c := hS.eigenvalues rfl) (hS.apply_eigenvectorBasis rfl) x,
      ← v.sum_sq_norm_inner_right x, Finset.mul_sum]
    refine Finset.sum_le_sum fun i _ => ?_
    by_cases hi : i < Fin.rev ⟨k, hE⟩
    · have h0 : ⟪v i, x⟫_ℂ = 0 := congrFun (congrArg Prod.fst hx) ⟨i.1, hi⟩
      simp [h0]
    · exact mul_le_mul_of_nonneg_right (hS.eigenvalues_antitone rfl (not_lt.mp hi))
        (sq_nonneg _)
  · rw [energy_expansion w hT (c := hT.eigenvalues rfl) (hT.apply_eigenvectorBasis rfl) (L x),
      ← w.sum_sq_norm_inner_right (L x), Finset.mul_sum]
    refine Finset.sum_le_sum fun j _ => ?_
    by_cases hj : Fin.rev ⟨k, hF⟩ < j
    · have hj' : finrank ℂ F - (k + 1) < j.1 := hj
      have hlt : (Fin.rev j).1 < k := by
        rw [Fin.val_rev]
        have := j.2
        omega
      have h0 : ⟪w (Fin.rev (Fin.rev j)), L x⟫_ℂ = 0 :=
        congrFun (congrArg Prod.snd hx) ⟨(Fin.rev j).1, hlt⟩
      rw [Fin.rev_rev] at h0
      simp [h0]
    · exact mul_le_mul_of_nonneg_right (hT.eigenvalues_antitone rfl (not_lt.mp hj))
        (sq_nonneg _)
```

This theorem compares two Hermitian operators, S on `E` and T on `F`, through any linear map L from `E` to `F`. Here the two spaces are arbitrary and need not be the model and omitted spaces. The theorem supplies a nonzero x with

⟨x, Sx⟩ ≤ λ_k(S)‖x‖² and λ_k(T)‖Lx‖² ≤ ⟨Lx, T Lx⟩.

Let n and p be the dimensions of `E` and `F`. Let v_i and w_j be the eigenvectors of S and T in Mathlib's decreasing order, so that level k has index n − 1 − k in the first list and p − 1 − k in the second. Impose two sets of conditions on x:

⟨v_i, x⟩ = 0 for i < n − 1 − k,
⟨w_j, Lx⟩ = 0 for j > p − 1 − k.

The first set removes the levels of S listed above level k, and has n − 1 − k members. The second removes the levels of T listed below level k, and has k members. Together they are n − 1 linear conditions on n unknowns, so a nonzero solution exists. In the energy expansion of x, only eigenvalues of S at most λ_k(S) remain. In that of Lx, only eigenvalues of T at least λ_k(T) remain. This proves both inequalities, even if Lx = 0.

The Lean device that carries the count is the single linear map `Φ`. It sends x to the list of all the overlaps that should vanish. Each `innerₛₗ ℂ (v i)` is the functional x ↦ ⟨v_i, x⟩, `LinearMap.pi` collects functionals into a tuple, and `LinearMap.prod` joins the two tuples. If `Φ` were injective, `LinearMap.finrank_le_finrank_of_injective` would give n ≤ n − 1, which `omega` refutes. Hence `Φ` sends some nonzero x to zero. No subspaces have to be intersected, and L enters simply by composition.

## The block Hamiltonian and its energy

```lean
/-- The block Hamiltonian is Hermitian when its diagonal blocks are. -/
theorem block_isSymmetric {A : E →ₗ[ℂ] E} {D : F →ₗ[ℂ] F} (hA : A.IsSymmetric)
    (hD : D.IsSymmetric) (B : F →ₗ[ℂ] E) : (block A B D).IsSymmetric := by
  intro x y
  change ⟪A x.ofLp.1 + B x.ofLp.2, y.ofLp.1⟫_ℂ
      + ⟪LinearMap.adjoint B x.ofLp.1 + D x.ofLp.2, y.ofLp.2⟫_ℂ
    = ⟪x.ofLp.1, A y.ofLp.1 + B y.ofLp.2⟫_ℂ
      + ⟪x.ofLp.2, LinearMap.adjoint B y.ofLp.1 + D y.ofLp.2⟫_ℂ
  rw [inner_add_left, inner_add_left, inner_add_right, inner_add_right,
    LinearMap.adjoint_inner_left, LinearMap.adjoint_inner_right, hA _ _, hD _ _]
  ring
```

H is Hermitian because A and D are, while B and B† exchange roles when moved across the inner product. The `change` line writes the claim in components, and the rewrites move each operator across.

```lean
/-- For any vector `x = (u, v)`, normalised or not, the real part of `⟪x, H x⟫` with
`H = block A B D` is the sum of the real parts of `⟪u, A u⟫` and `⟪v, D v⟫` and twice the real part
of `⟪u, B v⟫`. -/
theorem block_energy (A : E →ₗ[ℂ] E) (B : F →ₗ[ℂ] E) (D : F →ₗ[ℂ] F)
    (x : WithLp 2 (E × F)) :
    (⟪x, block A B D x⟫_ℂ).re = (⟪x.ofLp.1, A x.ofLp.1⟫_ℂ).re
      + 2 * (⟪x.ofLp.1, B x.ofLp.2⟫_ℂ).re + (⟪x.ofLp.2, D x.ofLp.2⟫_ℂ).re := by
  have h : ⟪x, block A B D x⟫_ℂ = ⟪x.ofLp.1, A x.ofLp.1 + B x.ofLp.2⟫_ℂ
      + ⟪x.ofLp.2, LinearMap.adjoint B x.ofLp.1 + D x.ofLp.2⟫_ℂ := rfl
  have h2 : (⟪B x.ofLp.2, x.ofLp.1⟫_ℂ).re = (⟪x.ofLp.1, B x.ofLp.2⟫_ℂ).re := by
    rw [← inner_conj_symm (B x.ofLp.2) x.ofLp.1, Complex.conj_re]
  rw [h, inner_add_right, inner_add_right, LinearMap.adjoint_inner_right]
  simp only [Complex.add_re]
  linarith
```

For x = (u, v), normalised or not, expanding the inner product gives

⟨x, Hx⟩ = ⟨u, Au⟩ + ⟨u, Bv⟩ + ⟨v, B†u⟩ + ⟨v, Dv⟩.

The third term equals ⟨Bv, u⟩, the complex conjugate of the second. The two coupling terms therefore add up to 2 Re⟨u, Bv⟩.

```lean
/-- Every level index of the block `A` is also a level index of the block Hamiltonian. -/
theorem lt_finrank_block {k : ℕ} (hk : k < finrank ℂ E) :
    k < finrank ℂ (WithLp 2 (E × F)) := by
  rw [(WithLp.linearEquiv 2 ℂ (E × F)).finrank_eq, Module.finrank_prod]
  omega
```

The full space is at least as large as the model space, so every level index of A is also a level index of H.

## The two-sided bound

```lean
/-- Quadratic block perturbation bound: if `A ≤ a < d ≤ D` and the coupling `B` has operator norm
at most `b`, then each of the lowest `dim E` levels of `[[A, B], [B†, D]]` lies at or below the
corresponding level of `A`, by at most `b² / (d - a)`. -/
theorem level_block_bounds {A : E →ₗ[ℂ] E} {D : F →ₗ[ℂ] F} {B : F →ₗ[ℂ] E} {a d b : ℝ}
    (hA : A.IsSymmetric) (hD : D.IsSymmetric)
    (hAa : ∀ u, (⟪u, A u⟫_ℂ).re ≤ a * ‖u‖ ^ 2) (hDd : ∀ v, d * ‖v‖ ^ 2 ≤ (⟪v, D v⟫_ℂ).re)
    (hgap : a < d) (hB : ∀ v, ‖B v‖ ≤ b * ‖v‖) {k : ℕ} (hk : k < finrank ℂ E) :
    level hA k hk - b ^ 2 / (d - a)
        ≤ level (block_isSymmetric hA hD B) k (lt_finrank_block hk) ∧
      level (block_isSymmetric hA hD B) k (lt_finrank_block hk) ≤ level hA k hk := by
  have hH := block_isSymmetric hA hD B
  have hg : 0 < d - a := sub_pos.mpr hgap
  constructor
  · -- a low state of the full problem whose component in `E` is high for `A`
    obtain ⟨x, hx, h1, h2⟩ := exists_trial hH hA
      (LinearMap.fst ℂ E F ∘ₗ (WithLp.linearEquiv 2 ℂ (E × F)).toLinearMap)
      (lt_finrank_block hk) hk
    have h2' : level hA k hk * ‖x.ofLp.1‖ ^ 2 ≤ (⟪x.ofLp.1, A x.ofLp.1⟫_ℂ).re := h2
    have hla : level hA k hk ≤ a := by
      have h := hAa (hA.eigenvectorBasis rfl (Fin.rev ⟨k, hk⟩))
      have hv := (hA.eigenvectorBasis rfl).orthonormal.1 (Fin.rev ⟨k, hk⟩)
      have hev : A (hA.eigenvectorBasis rfl (Fin.rev ⟨k, hk⟩))
          = (level hA k hk : ℂ) • hA.eigenvectorBasis rfl (Fin.rev ⟨k, hk⟩) :=
        hA.apply_eigenvectorBasis rfl _
      have hs : ∀ v : E, (⟪v, v⟫_ℂ).re = ‖v‖ ^ 2 := inner_self_eq_norm_sq (𝕜 := ℂ)
      rw [hev, inner_smul_right, Complex.re_ofReal_mul, hs, hv] at h
      linarith
    -- completing the square in the coupling term
    have hlow : ∀ (u : E) (v : F),
        -(b ^ 2 / (d - a) * ‖u‖ ^ 2 + (d - a) * ‖v‖ ^ 2) ≤ 2 * (⟪u, B v⟫_ℂ).re := by
      intro u v
      have h3 := (Complex.abs_re_le_norm _).trans (norm_inner_le_norm (𝕜 := ℂ) u (B v))
      have h4 := mul_le_mul_of_nonneg_left (hB v) (norm_nonneg u)
      have h5 : 0 ≤ (b * ‖u‖ - (d - a) * ‖v‖) ^ 2 / (d - a) := by positivity
      have h6 : (b * ‖u‖ - (d - a) * ‖v‖) ^ 2 / (d - a)
          = b ^ 2 / (d - a) * ‖u‖ ^ 2 + (d - a) * ‖v‖ ^ 2 - 2 * (‖u‖ * (b * ‖v‖)) := by
        rw [div_eq_iff hg.ne']
        linear_combination -‖u‖ ^ 2 * div_mul_cancel₀ (b ^ 2) hg.ne'
      linarith [(abs_le.mp (h3.trans h4)).1]
    have hδ : 0 ≤ b ^ 2 / (d - a) := by positivity
    have hv := mul_le_mul_of_nonneg_right (show level hA k hk - b ^ 2 / (d - a) ≤ a by linarith)
      (sq_nonneg ‖x.ofLp.2‖)
    have hn : ‖x‖ ^ 2 = ‖x.ofLp.1‖ ^ 2 + ‖x.ofLp.2‖ ^ 2 := WithLp.prod_norm_sq_eq_of_L2 x
    rw [block_energy] at h1
    refine le_of_mul_le_mul_right (le_trans ?_ h1) (pow_pos (norm_pos_iff.mpr hx) 2)
    rw [hn]
    linarith [hDd x.ofLp.2, hlow x.ofLp.1 x.ofLp.2]
  · -- a low state of `A`, embedded in the full space
    obtain ⟨u, hu, h1, h2⟩ := exists_trial hA hH
      ((WithLp.linearEquiv 2 ℂ (E × F)).symm.toLinearMap ∘ₗ LinearMap.inl ℂ E F)
      hk (lt_finrank_block hk)
    rw [block_energy, WithLp.prod_norm_sq_eq_of_L2] at h2
    have h2' : level hH k (lt_finrank_block hk) * (‖u‖ ^ 2 + ‖(0 : F)‖ ^ 2)
        ≤ (⟪u, A u⟫_ℂ).re + 2 * (⟪u, B 0⟫_ℂ).re + (⟪(0 : F), D 0⟫_ℂ).re := h2
    simp only [map_zero, inner_zero_right, norm_zero, Complex.zero_re] at h2'
    exact le_of_mul_le_mul_right (by linarith) (pow_pos (norm_pos_iff.mpr hu) 2)
```

The hypotheses `hA` and `hD` say that A and D are Hermitian. The hypotheses `hAa` and `hDd` express A ≤ a and D ≥ d through expectation values of vectors that need not be normalised, which is why ‖u‖² and ‖v‖² appear. For unit vectors they read ⟨A⟩ ≤ a and ⟨D⟩ ≥ d. The hypothesis `hgap` is a < d: without the coupling, every level of the omitted space lies above every level of the model space. The hypothesis `hB` is the bound on the coupling strength.

For the upper bound, take L to be the inclusion u ↦ (u, 0), with S = A and T = H. The trial vector u is nonzero but need not be normalised, and ⟨(u, 0), H(u, 0)⟩ = ⟨u, Au⟩. Hence

λ_k(H)‖u‖² ≤ ⟨u, Au⟩ ≤ λ_k(A)‖u‖²,

and dividing by ‖u‖² gives λ_k(H) ≤ λ_k(A).

For the lower bound, take L to be the projection (u, v) ↦ u, with S = H and T = A. There is a nonzero x = (u, v) with

⟨x, Hx⟩ ≤ λ_k(H)‖x‖² and λ_k(A)‖u‖² ≤ ⟨u, Au⟩.

Set g = d − a and δ = b²/g. The Cauchy–Schwarz inequality and ‖Bv‖ ≤ b‖v‖ give 2 Re⟨u, Bv⟩ ≥ −2b‖u‖‖v‖. Expanding (b‖u‖ − g‖v‖)²/g ≥ 0 gives

2b‖u‖‖v‖ ≤ δ‖u‖² + g‖v‖².

This is `hlow` in the code. Inserting it into the energy, together with ⟨v, Dv⟩ ≥ d‖v‖² and d − g = a, yields

⟨x, Hx⟩ ≥ (λ_k(A) − δ)‖u‖² + a‖v‖².

An eigenvector of A at level k has energy at most a, so λ_k(A) ≤ a; this is `hla`. Thus a ≥ λ_k(A) − δ, and

λ_k(H)‖x‖² ≥ ⟨x, Hx⟩ ≥ (λ_k(A) − δ)‖x‖².

Dividing by ‖x‖² finishes the argument. In Lean, `linarith` assembles these inequalities and `le_of_mul_le_mul_right` does the division.

## Excitation energies

```lean
/-- If `A ≤ a < d ≤ D` and the coupling has operator norm at most `b`, the energy difference of
two levels of `A` differs from that of the same levels of the block Hamiltonian by at most
`b² / (d - a)`. -/
theorem excitation_error {A : E →ₗ[ℂ] E} {D : F →ₗ[ℂ] F} {B : F →ₗ[ℂ] E} {a d b : ℝ}
    (hA : A.IsSymmetric) (hD : D.IsSymmetric)
    (hAa : ∀ u, (⟪u, A u⟫_ℂ).re ≤ a * ‖u‖ ^ 2) (hDd : ∀ v, d * ‖v‖ ^ 2 ≤ (⟪v, D v⟫_ℂ).re)
    (hgap : a < d) (hB : ∀ v, ‖B v‖ ≤ b * ‖v‖) {k l : ℕ} (hk : k < finrank ℂ E)
    (hl : l < finrank ℂ E) :
    |(level (block_isSymmetric hA hD B) l (lt_finrank_block hl)
        - level (block_isSymmetric hA hD B) k (lt_finrank_block hk))
      - (level hA l hl - level hA k hk)| ≤ b ^ 2 / (d - a) := by
  obtain ⟨h1, h2⟩ := level_block_bounds hA hD hAa hDd hgap hB hk
  obtain ⟨h3, h4⟩ := level_block_bounds hA hD hAa hDd hgap hB hl
  exact abs_le.mpr ⟨by linarith, by linarith⟩

end

end QuadraticBlockBound
```

```lean
#print axioms QuadraticBlockBound.level_block_bounds
#print axioms QuadraticBlockBound.excitation_error
```

```
'QuadraticBlockBound.level_block_bounds' depends on axioms: [propext, Classical.choice, Quot.sound]
'QuadraticBlockBound.excitation_error' depends on axioms: [propext, Classical.choice, Quot.sound]
```

Under the same hypotheses as before, with A and D Hermitian, the coupling lowers each level of A by some amount between 0 and δ. The difference of two such amounts lies between −δ and δ. An excitation energy within the model space therefore changes by at most δ, in either direction, and not by 2δ.

## A three-state calculation

In a configuration-interaction calculation within a finite basis, A is the matrix that is diagonalised, and its highest eigenvalue can serve as a. The largest singular value of the coupling block can serve as b. For d one needs a lower bound on the spectrum of the omitted block; a variational estimate of its lowest eigenvalue is an upper bound and does not suffice. The theorem applies only if a < d holds for these values. That is a real restriction: when configurations are selected by excitation level, the highest eigenvalue of A usually lies above the lowest eigenvalue of D, and the lower bound is then not available.

Take two model states at energies −1 and 0, and one omitted state at 3, coupled to the second model state with strength 2. Then a = 0, d = 3, b = 2 and δ = 4/3. The bounds are

−7/3 ≤ λ_0(H) ≤ −1,
−4/3 ≤ λ_1(H) ≤ 0.

Diagonalising H gives the levels −1, −1 and 4. The excitation energy falls from 1 to 0, a change of 1, which is within 4/3.

These bounds compare a model space with the full finite basis. Passing from that basis to the molecule's actual Hamiltonian, an unbounded operator on an infinite-dimensional space, is a separate step that the hypotheses leave open.
